# A Cherenkov pole inside the wavenumber cutoff leaves a nonzero energy loss as absorption vanishes

When an electron energy-loss spectrum is computed from a dielectric function, a small broadening is often added to the permittivity, and the loss is integrated over transverse wavenumber up to a cutoff. Inside a band gap one must then decide whether the remaining signal comes from the broadening or would survive its removal. For a homogeneous medium with a local permittivity, at one fixed frequency, the limits below settle this.

Let $\beta$ be the speed of the charge divided by the vacuum speed of light, $s$ the squared transverse wavenumber, $K$ its cutoff, and $a=(\omega/v)^2$ for angular frequency $\omega$ and speed $v$. With permittivity $\varepsilon=e_1+i\eta$, the loss per unit path length, up to a positive factor that is proportional to $1/v^2$ and independent of $\eta$, is

$$J(\eta)=\operatorname{Im}\int_0^K\frac{\beta^2-1/\varepsilon}{s+a(1-\varepsilon\beta^2)}\,ds .$$

This expression is the starting point and is not derived from Maxwell's equations here. The real part $e_1$ is held fixed while $\eta$ varies. Surfaces, wavenumber dependence of $\varepsilon$ and integration over frequency are left out.

## Positive absorption keeps the pole off the real axis

With the time factor $e^{-i\omega t}$ and $\omega>0$, the condition $\eta>0$ means that the medium absorbs. The definitions transcribe the formula: `permittivity` is $\varepsilon$, `lossIntegrand` is the complex integrand, and `loss` is $J$. The real number `mismatch` is $c=a(1-e_1\beta^2)$, the lossless denominator at $s=0$.

In Lean 4 with Mathlib:

```lean
import Mathlib

open Filter Topology

namespace CherenkovGapLoss

noncomputable section

/-- The complex permittivity `e₁ + i η` of a medium with absorption `η`. -/
def permittivity (e₁ η : ℝ) : ℂ := e₁ + η * Complex.I

/-- The retarded loss integrand at squared transverse wavenumber `s`, for `a > 0`, `β > 0`
and absorption `η > 0`, where both denominators are nonzero. -/
def lossIntegrand (a β e₁ η s : ℝ) : ℂ :=
  ((β : ℂ) ^ 2 - 1 / permittivity e₁ η) / (s + a * (1 - permittivity e₁ η * β ^ 2))

/-- The energy loss: the imaginary part of the integrand summed over `s` from `0` to the
cutoff `K`, for `a > 0`, `β > 0` and `η > 0`. -/
def loss (a β e₁ K η : ℝ) : ℝ := (∫ s in (0 : ℝ)..K, lossIntegrand a β e₁ η s).im

/-- The lossless denominator at `s = 0`, namely `a (1 - e₁ β²)`. -/
def mismatch (a β e₁ : ℝ) : ℝ := a * (1 - e₁ * β ^ 2)
```

Put $\delta=a\beta^2\eta$. The denominator is $s+c-i\delta$, and

$$\frac1{s+c-i\delta}=\frac{s+c}{(s+c)^2+\delta^2}+\frac{i\delta}{(s+c)^2+\delta^2}.$$

Integrating both parts gives $L+i\Phi$, with

$$L=\tfrac12\left[\ln\big((K+c)^2+\delta^2\big)-\ln\big(c^2+\delta^2\big)\right],\qquad \Phi=\arctan\frac{K+c}{\delta}-\arctan\frac c\delta .$$

In `integral_pole`, the assumption `hδ` ensures that the denominator never vanishes. The proof differentiates the explicit primitive (`hderiv`), obtains integrability from continuity (`hcont`), and applies the fundamental theorem of calculus.

```lean
/-- The integral of a simple pole displaced from the real axis by `δ > 0`: a logarithm as real
part and a difference of arctangents as imaginary part. -/
theorem integral_pole (c K δ : ℝ) (hδ : 0 < δ) :
    ∫ s in (0 : ℝ)..K, 1 / ((s : ℂ) + c - δ * Complex.I) =
      (((Real.log ((K + c) ^ 2 + δ ^ 2) - Real.log (c ^ 2 + δ ^ 2)) / 2 : ℝ) : ℂ)
      + ((Real.arctan ((K + c) / δ) - Real.arctan (c / δ) : ℝ) : ℂ) * Complex.I := by
  have hne : ∀ s : ℝ, (s : ℂ) + c - δ * Complex.I ≠ 0 := fun s h =>
    hδ.ne' (by simpa using congrArg Complex.im h)
  -- an explicit primitive, built from real functions
  have hderiv : ∀ s : ℝ, HasDerivAt
      (fun s : ℝ => ((Real.log ((s + c) ^ 2 + δ ^ 2) / 2 : ℝ) : ℂ)
        + ((Real.arctan ((s + c) / δ) : ℝ) : ℂ) * Complex.I)
      (1 / ((s : ℂ) + c - δ * Complex.I)) s := by
    intro s
    have hD : (s + c) ^ 2 + δ ^ 2 ≠ 0 := by positivity
    have h0 : HasDerivAt (fun s : ℝ => s + c) 1 s := (hasDerivAt_id' s).add_const c
    have hq : HasDerivAt (fun s : ℝ => (s + c) ^ 2 + δ ^ 2) (2 * (s + c)) s :=
      ((h0.fun_pow 2).add_const (δ ^ 2)).congr_deriv (by norm_num)
    have h1 : HasDerivAt (fun s : ℝ => Real.log ((s + c) ^ 2 + δ ^ 2) / 2)
        ((s + c) / ((s + c) ^ 2 + δ ^ 2)) s :=
      ((hq.log hD).div_const 2).congr_deriv (by ring)
    have h2 : HasDerivAt (fun s : ℝ => Real.arctan ((s + c) / δ))
        (δ / ((s + c) ^ 2 + δ ^ 2)) s := by
      refine (h0.div_const δ).arctan.congr_deriv ?_
      have e : 1 + ((s + c) / δ) ^ 2 = ((s + c) ^ 2 + δ ^ 2) / δ ^ 2 := by
        field_simp
        ring
      rw [e]
      field_simp
    refine (h1.ofReal_comp.fun_add (h2.ofReal_comp.mul_const Complex.I)).congr_deriv ?_
    have hDc : ((s : ℂ) + c) ^ 2 + (δ : ℂ) ^ 2 ≠ 0 := by exact_mod_cast hD
    have key : ((s : ℂ) + c + δ * Complex.I) * (s + c - δ * Complex.I)
        = ((s : ℂ) + c) ^ 2 + (δ : ℂ) ^ 2 := by
      linear_combination (-(δ : ℂ) ^ 2) * Complex.I_sq
    push_cast
    rw [eq_div_iff (hne s)]
    calc _ = (((s : ℂ) + c + δ * Complex.I) * (s + c - δ * Complex.I))
          / (((s : ℂ) + c) ^ 2 + (δ : ℂ) ^ 2) := by ring
      _ = 1 := by rw [key, div_self hDc]
  have hcont : Continuous fun s : ℝ => 1 / ((s : ℂ) + c - δ * Complex.I) :=
    continuous_const.div (by fun_prop) hne
  rw [intervalIntegral.integral_eq_sub_of_hasDerivAt (fun s _ => hderiv s)
    (hcont.intervalIntegrable 0 K)]
  simp only [zero_add, Complex.ofReal_sub, sub_div]
  ring
```

If $\eta=0$ and the pole lies between $0$ and $K$, the ordinary integral does not exist. The later theorems therefore approach zero from above, written `𝓝[>] 0`. The side matters: changing the sign of $\eta$ conjugates the integrand and reverses the sign of $J$, as for a medium with gain.

## Positive $a$ and $\beta$ fix the sign of the displacement

The conditions $a>0$ and $\beta>0$ describe a moving charge at nonzero frequency. By hand they give $\delta>0$ whenever $\eta>0$. Since

$$\frac1\varepsilon=\frac{e_1-i\eta}{e_1^2+\eta^2},$$

the numerator of the integrand is $A+iB$, where

$$A=\beta^2-\frac{e_1}{e_1^2+\eta^2},\qquad B=\frac{\eta}{e_1^2+\eta^2}.$$

The imaginary part of $(A+iB)(L+i\Phi)$ is

$$J(\eta)=A\Phi+BL .$$

This is `loss_eq`, valid at every $\eta>0$. Its proof follows the same route: `hA` splits the numerator, `hint` rewrites the denominator, and `integral_pole` supplies the integral.

```lean
/-- Closed form of the loss at finite absorption `η > 0`, for `a > 0` and `β > 0`. -/
theorem loss_eq {a β e₁ K η : ℝ} (ha : 0 < a) (hβ : 0 < β) (hη : 0 < η) :
    loss a β e₁ K η =
      (β ^ 2 - e₁ / (e₁ ^ 2 + η ^ 2)) *
        (Real.arctan ((K + mismatch a β e₁) / (a * β ^ 2 * η))
          - Real.arctan (mismatch a β e₁ / (a * β ^ 2 * η)))
      + η / (e₁ ^ 2 + η ^ 2) *
        ((Real.log ((K + mismatch a β e₁) ^ 2 + (a * β ^ 2 * η) ^ 2)
          - Real.log (mismatch a β e₁ ^ 2 + (a * β ^ 2 * η) ^ 2)) / 2) := by
  have hδ : 0 < a * β ^ 2 * η := by positivity
  have hε : permittivity e₁ η ≠ 0 := fun h =>
    hη.ne' (by simpa [permittivity] using congrArg Complex.im h)
  have hD : (e₁ : ℂ) ^ 2 + (η : ℂ) ^ 2 ≠ 0 := by
    have h : e₁ ^ 2 + η ^ 2 ≠ 0 := by positivity
    exact_mod_cast h
  have hinv : 1 / permittivity e₁ η
      = ((e₁ : ℂ) - η * Complex.I) / ((e₁ : ℂ) ^ 2 + (η : ℂ) ^ 2) := by
    rw [div_eq_div_iff hε hD]
    unfold permittivity
    linear_combination (η : ℂ) ^ 2 * Complex.I_sq
  -- real and imaginary part of the prefactor
  have hA : (β : ℂ) ^ 2 - 1 / permittivity e₁ η
      = ((β ^ 2 - e₁ / (e₁ ^ 2 + η ^ 2) : ℝ) : ℂ)
        + ((η / (e₁ ^ 2 + η ^ 2) : ℝ) : ℂ) * Complex.I := by
    rw [hinv]
    push_cast
    ring
  have hint : ∀ s : ℝ, lossIntegrand a β e₁ η s = ((β : ℂ) ^ 2 - 1 / permittivity e₁ η) *
      (1 / ((s : ℂ) + (mismatch a β e₁ : ℝ) - ((a * β ^ 2 * η : ℝ) : ℂ) * Complex.I)) := by
    intro s
    have hden : (s : ℂ) + a * (1 - permittivity e₁ η * β ^ 2)
        = (s : ℂ) + (mismatch a β e₁ : ℝ) - ((a * β ^ 2 * η : ℝ) : ℂ) * Complex.I := by
      unfold permittivity mismatch
      push_cast
      ring
    rw [lossIntegrand, hden, div_eq_mul_one_div]
  unfold loss
  simp_rw [hint]
  rw [intervalIntegral.integral_const_mul, integral_pole _ _ _ hδ, hA]
  simp only [Complex.mul_im, Complex.add_re, Complex.add_im, Complex.mul_re,
    Complex.ofReal_re, Complex.ofReal_im, Complex.I_re, Complex.I_im]
  ring
```

The same positivity enters the limits through $k=a\beta^2>0$. For real $x$,

$$\arctan\frac{x}{k\eta}\to\frac\pi2\operatorname{sign}x,$$

with $\operatorname{sign}0=0$. The proof of `tendsto_phase` treats the three signs of $x$ separately.

```lean
/-- For `k > 0`, the phase `arctan (x / (k η))` tends to `π/2` times the sign of `x` as the
absorption `η` decreases to zero. -/
theorem tendsto_phase (x k : ℝ) (hk : 0 < k) :
    Tendsto (fun η : ℝ => Real.arctan (x / (k * η))) (𝓝[>] 0)
      (𝓝 (Real.sign x * (Real.pi / 2))) := by
  have hinv : Tendsto (fun η : ℝ => η⁻¹) (𝓝[>] 0) atTop := tendsto_inv_nhdsGT_zero
  have e : (fun η : ℝ => Real.arctan (x / (k * η)))
      = fun η : ℝ => Real.arctan (x / k * η⁻¹) := by
    funext η
    rw [show x / (k * η) = x / k * η⁻¹ by ring]
  rw [e]
  rcases lt_trichotomy x 0 with h | h | h
  · rw [Real.sign_of_neg h, neg_one_mul]
    exact (Real.tendsto_arctan_atBot.mono_right nhdsWithin_le_nhds).comp
      (hinv.const_mul_atTop_of_neg (div_neg_of_neg_of_pos h hk))
  · subst h
    simp
  · rw [Real.sign_of_pos h, one_mul]
    exact (Real.tendsto_arctan_atTop.mono_right nhdsWithin_le_nhds).comp
      (hinv.const_mul_atTop (div_pos h hk))
```

The logarithms in $L$ carry a factor $\eta$ from $B$. If $x\ne0$, then $\ln(x^2+k^2\eta^2)$ stays bounded near $\eta=0$, and its product with $\eta$ vanishes. If $x=0$, the product is $2\eta\ln(k\eta)$, which also tends to zero. The proof of `tendsto_mul_log` makes the same split and uses the continuity of $y\ln y$ at zero in the second case.

```lean
/-- For `k > 0`, the logarithmic term weighted by the absorption `η` vanishes as `η` decreases
to zero, for every real `x`. -/
theorem tendsto_mul_log (x k : ℝ) (hk : 0 < k) :
    Tendsto (fun η : ℝ => η * Real.log (x ^ 2 + (k * η) ^ 2)) (𝓝[>] 0) (𝓝 0) := by
  by_cases hx : x = 0
  · subst hx
    have h : Continuous fun η : ℝ => 2 / k * (k * η * Real.log (k * η)) :=
      continuous_const.mul (Real.continuous_mul_log.comp (continuous_const.mul continuous_id))
    have ht : Tendsto (fun η : ℝ => 2 / k * (k * η * Real.log (k * η))) (𝓝[>] 0) (𝓝 0) := by
      convert (h.tendsto 0).mono_left nhdsWithin_le_nhds using 2
      simp
    refine ht.congr fun η => ?_
    rw [show (0 : ℝ) ^ 2 + (k * η) ^ 2 = (k * η) ^ 2 by ring, Real.log_pow]
    push_cast
    field_simp
  · have h : ContinuousAt (fun η : ℝ => η * Real.log (x ^ 2 + (k * η) ^ 2)) 0 :=
      (by fun_prop : ContinuousAt (fun η : ℝ => η) 0).mul
        (ContinuousAt.log (by fun_prop) (by simpa using hx))
    convert h.tendsto.mono_left nhdsWithin_le_nhds using 2
    simp
```

With $a=0$ the denominator would be $s$, and the integral would diverge at its lower end. Setting $\beta=0$ at fixed $a>0$ removes retardation, and with it the Cherenkov pole.

## Nonzero $e_1$ excludes the longitudinal resonance

The condition $e_1\ne0$ keeps the frequency away from the zero of the real permittivity, where a bulk plasmon would sit. By hand it is needed for

$$A\to\beta^2-\frac1{e_1},\qquad \frac1{e_1^2+\eta^2}\to\frac1{e_1^2}.$$

The second limit and the vanishing of $\eta L$ give $BL\to0$. The phase limits then yield

$$J(\eta)\to\Big(\beta^2-\frac1{e_1}\Big)\frac\pi2\left[\operatorname{sign}(K+c)-\operatorname{sign}c\right].$$

The theorem `tendsto_loss` states this for every real $K$. In its proof `he` supplies the limits `hB` and `hA`. These are combined with the phase and logarithm limits, and `loss_eq` transfers the result to `loss` for positive $\eta$.

```lean
/-- The loss in the limit of vanishing absorption, for `a > 0`, `β > 0`, `e₁ ≠ 0` and any
cutoff `K`: the prefactor `β² - 1/e₁` times the phase jump between `s = 0` and `s = K`. -/
theorem tendsto_loss {a β e₁ K : ℝ} (ha : 0 < a) (hβ : 0 < β) (he : e₁ ≠ 0) :
    Tendsto (loss a β e₁ K) (𝓝[>] 0)
      (𝓝 ((β ^ 2 - 1 / e₁) * (Real.sign (K + mismatch a β e₁) * (Real.pi / 2)
        - Real.sign (mismatch a β e₁) * (Real.pi / 2)))) := by
  have hk : 0 < a * β ^ 2 := by positivity
  have hD : e₁ ^ 2 + (0 : ℝ) ^ 2 ≠ 0 := by simpa using he
  have hB : Tendsto (fun η : ℝ => 1 / (e₁ ^ 2 + η ^ 2)) (𝓝[>] 0)
      (𝓝 (1 / (e₁ ^ 2 + (0 : ℝ) ^ 2))) := by
    have h : ContinuousAt (fun η : ℝ => 1 / (e₁ ^ 2 + η ^ 2)) 0 :=
      continuousAt_const.div (by fun_prop) hD
    exact h.tendsto.mono_left nhdsWithin_le_nhds
  have hA : Tendsto (fun η : ℝ => β ^ 2 - e₁ * (1 / (e₁ ^ 2 + η ^ 2))) (𝓝[>] 0)
      (𝓝 (β ^ 2 - 1 / e₁)) := by
    have h1 : e₁ * (1 / (e₁ ^ 2 + (0 : ℝ) ^ 2)) = 1 / e₁ := by
      rw [mul_one_div, div_eq_div_iff hD he]
      ring
    rw [← h1]
    exact tendsto_const_nhds.sub (tendsto_const_nhds.mul hB)
  -- the logarithms carry a factor of the absorption and drop out
  have hlog := ((tendsto_mul_log (K + mismatch a β e₁) _ hk).sub
    (tendsto_mul_log (mismatch a β e₁) _ hk)).div_const 2
  have h := (hA.mul ((tendsto_phase (K + mismatch a β e₁) _ hk).sub
    (tendsto_phase (mismatch a β e₁) _ hk))).add (hB.mul hlog)
  rw [sub_zero, zero_div, mul_zero, add_zero] at h
  refine h.congr' ?_
  filter_upwards [self_mem_nhdsWithin] with η hη
  rw [loss_eq ha hβ hη]
  ring
```

Without the condition, at $e_1=0$, the closed form contains the term $L/\eta$. Since $c=a$ there, $L\to\ln(1+K/a)$, and the loss diverges for $K>0$.

## A positive cutoff and a speed at or below threshold

The condition $e_1\beta^2\le1$ means that, in a medium with $e_1>0$, the charge does not outrun light of that frequency. The condition $K>0$ gives a genuine range of transverse wavenumbers.

Strictly below threshold, $c>0$ and $K+c>0$, so the two signs cancel. At threshold $c=0$ and the phase difference tends to $\pi/2$, but its prefactor $\beta^2-1/e_1$ is zero. The proof of `tendsto_loss_below_threshold` separates these two cases, and $J\to0$ in both.

```lean
/-- At or below the Cherenkov threshold, `e₁ β² ≤ 1`, the loss vanishes with the absorption,
for `a, β, K > 0` and `e₁ ≠ 0`. -/
theorem tendsto_loss_below_threshold {a β e₁ K : ℝ} (ha : 0 < a) (hβ : 0 < β) (hK : 0 < K)
    (he : e₁ ≠ 0) (h : e₁ * β ^ 2 ≤ 1) : Tendsto (loss a β e₁ K) (𝓝[>] 0) (𝓝 0) := by
  have H := tendsto_loss (K := K) ha hβ he
  rcases h.lt_or_eq with h | h
  · have hc : 0 < mismatch a β e₁ := mul_pos ha (by linarith)
    rwa [Real.sign_of_pos hc, Real.sign_of_pos (add_pos hK hc), sub_self, mul_zero] at H
  · have h0 : β ^ 2 - 1 / e₁ = 0 := by
      rw [sub_eq_zero, eq_div_iff he]
      linarith
    rwa [h0, zero_mul] at H
```

Above threshold the denominator has a zero at positive $s$, and the outcome depends on the cutoff.

## A pole strictly inside the cutoff

The lossless denominator vanishes at $s=-c=a(e_1\beta^2-1)$, the squared transverse wavenumber of the Cherenkov radiation. The hypotheses `h0` and `hK` place this point strictly between $0$ and $K$. Then $c<0<K+c$, the bracket of signs equals $2$, and

$$J(\eta)\to\pi\Big(\beta^2-\frac1{e_1}\Big)>0 .$$

This is the loss that survives removal of the broadening. In `tendsto_loss_cherenkov` the two inequalities become `hc` and `hKc`, which fix the signs in the general limit. They also force $e_1\ne0$ and $K>0$, so neither is assumed separately.

```lean
/-- Above threshold, with the pole `s = a (e₁ β² - 1)` strictly between `0` and the cutoff `K`,
the loss tends to `π (β² - 1/e₁)` as the absorption vanishes, for `a, β > 0`. -/
theorem tendsto_loss_cherenkov {a β e₁ K : ℝ} (ha : 0 < a) (hβ : 0 < β)
    (h0 : 0 < a * (e₁ * β ^ 2 - 1)) (hK : a * (e₁ * β ^ 2 - 1) < K) :
    Tendsto (loss a β e₁ K) (𝓝[>] 0) (𝓝 (Real.pi * (β ^ 2 - 1 / e₁))) := by
  have he : e₁ ≠ 0 := by
    rintro rfl
    linarith
  have hc : mismatch a β e₁ < 0 := by
    unfold mismatch
    linarith
  have hKc : 0 < K + mismatch a β e₁ := by
    unfold mismatch
    linarith
  have H := tendsto_loss (K := K) ha hβ he
  rw [Real.sign_of_neg hc, Real.sign_of_pos hKc] at H
  convert H using 2
  ring
```

If `hK` fails by equality, then $K+c=0$ and the general formula gives half this value.

## A cutoff below the pole

The opposite condition, $0<K<a(e_1\beta^2-1)$, describes a collection range too narrow to include the Cherenkov wavenumber. Both $c$ and $K+c$ are negative, the signs cancel again, and $J\to0$ although the charge is above threshold. The proof of `tendsto_loss_small_cutoff` inserts these two signs.

```lean
/-- If the cutoff `K > 0` lies below the pole `s = a (e₁ β² - 1)`, the loss vanishes with the
absorption, for `a, β > 0`. -/
theorem tendsto_loss_small_cutoff {a β e₁ K : ℝ} (ha : 0 < a) (hβ : 0 < β) (hK : 0 < K)
    (h : K < a * (e₁ * β ^ 2 - 1)) : Tendsto (loss a β e₁ K) (𝓝[>] 0) (𝓝 0) := by
  have he : e₁ ≠ 0 := by
    rintro rfl
    linarith
  have hKc : K + mismatch a β e₁ < 0 := by
    unfold mismatch
    linarith
  have hc : mismatch a β e₁ < 0 := by linarith
  have H := tendsto_loss (K := K) ha hβ he
  rwa [Real.sign_of_neg hc, Real.sign_of_neg hKc, sub_self, mul_zero] at H
```

A loss that vanishes with the absorption therefore does not by itself show that the charge is at or below threshold. That conclusion also requires $K\ge a(e_1\beta^2-1)$, so that the cutoff would not have excluded a Cherenkov pole.

## The emission angle condition

For a medium of refractive index $n$, with $e_1=n^2$, the relation $n\beta\cos\theta=1$ defines the Cherenkov angle $\theta$. It gives $1/n^2=\beta^2\cos^2\theta$, and hence

$$\pi\Big(\beta^2-\frac1{n^2}\Big)=\pi\beta^2(1-\cos^2\theta)=\pi\beta^2\sin^2\theta .$$

In `tendsto_loss_angle`, the hypothesis `hθ` is this relation. The proof uses it to show $n\ne0$ and to obtain `hcos`, then rewrites the previous Cherenkov limit. The pole must again lie strictly inside the cutoff. Without `hθ`, the symbol $\theta$ has no link to the medium, and the limit keeps its form in $n$. The factor $1/v^2$ left out of $J$ cancels the speed dependence of $\beta^2$, so at fixed frequency the loss per unit path length is proportional to $\sin^2\theta$.

```lean
/-- For refractive index `n` and Cherenkov angle `θ` with `n β cos θ = 1`, `a, β > 0` and the
pole strictly between `0` and `K`, the loss tends to `π β² sin² θ` as the absorption vanishes. -/
theorem tendsto_loss_angle {a β n θ K : ℝ} (ha : 0 < a) (hβ : 0 < β)
    (hθ : Real.cos θ * (n * β) = 1)
    (h0 : 0 < a * (n ^ 2 * β ^ 2 - 1)) (hK : a * (n ^ 2 * β ^ 2 - 1) < K) :
    Tendsto (loss a β (n ^ 2) K) (𝓝[>] 0) (𝓝 (Real.pi * β ^ 2 * Real.sin θ ^ 2)) := by
  have hn : n ≠ 0 := by
    rintro rfl
    simp at hθ
  have hcos : 1 / n ^ 2 = β ^ 2 * Real.cos θ ^ 2 := by
    rw [div_eq_iff (pow_ne_zero 2 hn)]
    linear_combination (-(Real.cos θ * (n * β) + 1)) * hθ
  have H := tendsto_loss_cherenkov ha hβ h0 hK
  rw [hcos] at H
  convert H using 2
  rw [Real.sin_sq]
  ring

end

end CherenkovGapLoss
```

```lean
#print axioms CherenkovGapLoss.tendsto_loss_below_threshold
#print axioms CherenkovGapLoss.tendsto_loss_small_cutoff
#print axioms CherenkovGapLoss.tendsto_loss_angle
```

```
'CherenkovGapLoss.tendsto_loss_below_threshold' depends on axioms: [propext, Classical.choice, Quot.sound]
'CherenkovGapLoss.tendsto_loss_small_cutoff' depends on axioms: [propext, Classical.choice, Quot.sound]
'CherenkovGapLoss.tendsto_loss_angle' depends on axioms: [propext, Classical.choice, Quot.sound]
```
